# Aitken-extrapolated values of a convergent real sequence, such as converging SCF energies, tend to the same limit where the second difference is nonzero and not too small against the step

Aitken extrapolation estimates the limit of an iteration, for instance a series of self-consistent-field energies, from three successive values. The lemma takes any real sequence `x` already assumed to converge to `s`, and indices `φ k` tending to infinity at which the second difference is nonzero and at least a fixed positive multiple `δ` of the step `x (φ k + 1) - x (φ k)` in absolute value. It concludes that the Aitken values at these indices also tend to `s`; it does not say that they get there faster. The proof bounds the Aitken correction by the absolute step divided by `δ`, shows that this bound tends to zero, and adds back `x (φ k)`, which tends to `s`.

This version doesn't compile in Lean 4 with Mathlib:

```lean
import Mathlib

open Filter Topology

namespace AitkenTendstoAlong

noncomputable section

/-- The second difference `x(n+2) - 2 x(n+1) + x(n)` of a real sequence. -/
def secondDiff (x : ℕ → ℝ) (n : ℕ) : ℝ := x (n + 2) - 2 * x (n + 1) + x n

/-- The Aitken extrapolation of three successive iterates, meaningful where the second
difference is nonzero. -/
def aitken (x : ℕ → ℝ) (n : ℕ) : ℝ := x n - (x (n + 1) - x n) ^ 2 / secondDiff x n

/-- Let `x` converge to `s`. Along any subsequence of indices where the second difference is
nonzero and at least a fixed positive fraction `δ` of the increment in size, the Aitken values
tend to `s`. -/
theorem aitken_tendsto_along {x : ℕ → ℝ} {s δ : ℝ} {φ : ℕ → ℕ} (hx : Tendsto x atTop (𝓝 s))
    (hφ : Tendsto φ atTop atTop) (hδ : 0 < δ) (hne : ∀ k, secondDiff x (φ k) ≠ 0)
    (hb : ∀ k, δ * |x (φ k + 1) - x (φ k)| ≤ |secondDiff x (φ k)|) :
    Tendsto (fun k => aitken x (φ k)) atTop (𝓝 s) := by
  -- the correction is at most the increment divided by `δ`
  have bound : ∀ k, ‖aitken x (φ k) - x (φ k)‖ ≤ |x (φ k + 1) - x (φ k)| / δ := by
    intro k
    have e : aitken x (φ k) - x (φ k) =
        -((x (φ k + 1) - x (φ k)) ^ 2 / secondDiff x (φ k)) := by
      unfold aitken
      ring
    rw [Real.norm_eq_abs, e, abs_neg, abs_div, abs_pow,
      div_le_div_iff₀ (abs_pos.mpr (hne k)) hδ]
    have h := mul_le_mul_of_nonneg_left (hb k) (abs_nonneg (x (φ k + 1) - x (φ k)))
    linarith
  have hstep : Tendsto (fun k => |x (φ k + 1) - x (φ k)| / δ) atTop (𝓝 0) := by
    have h1 : Tendsto (fun k => x (φ k + 1)) atTop (𝓝 s) :=
      hx.comp ((tendsto_add_atTop_nat 1).comp hφ)
    have h := ((h1.sub (hx.comp hφ)).abs).div_const δ
    simpa only [sub_self, abs_zero, zero_div] using h
  have h := (squeeze_zero_norm bound hstep).add (hx.comp hφ)
  rw [zero_add] at h
  exact h.congr fun k => sub_add_cancel _ _

end

end AitkenTendstoAlong
```

The compiler's answer:

```
Main.lean:38:4: error: Type mismatch: After simplification, term
  h
 has type
  @Tendsto ℕ ℝ (fun a => |x (φ a + 1) - (x ∘ φ) a| / δ) atTop (𝓝 0)
but is expected to have type
  @Tendsto ℕ ℝ (fun k => |x (φ k + 1) - x (φ k)| / δ) atTop (𝓝 0)
```

Diagnosis. The one error is in the proof of `hstep`, the claim that the absolute step divided by `δ` tends to zero. The limit in `h` is already the right one, but its function contains `(x ∘ φ) a` where the goal has `x (φ k)`. The composition comes from `hx.comp hφ`, whose type is stated with `∘`. The other term causes no trouble, because `h1` was given an explicit type with `x (φ k + 1)` written out.

The two forms are equal by the definition of composition, but none of the lemmas given to `simpa only` rewrites one into the other, and the final match between `h` and the goal did not unfold `∘` by itself. Hence the type mismatch.

The repair adds `Function.comp_apply` to the list. This lemma rewrites `(x ∘ φ) a` as `x (φ a)`, after which `h` agrees with the goal. Nothing else changes, and the mathematical argument stays as it was.

Lean accepts the file once it reads:

```diff
@@ -36,5 +36,5 @@
       hx.comp ((tendsto_add_atTop_nat 1).comp hφ)
     have h := ((h1.sub (hx.comp hφ)).abs).div_const δ
-    simpa only [sub_self, abs_zero, zero_div] using h
+    simpa only [Function.comp_apply, sub_self, abs_zero, zero_div] using h
   have h := (squeeze_zero_norm bound hstep).add (hx.comp hφ)
   rw [zero_add] at h
```
